# An approximate chiral symmetry gives each level E a partner within d of −E

## Checking a Hückel spectrum for missing partners

After diagonalising the Hückel matrix of a bipartite molecule, one can check the levels by looking near −E for a partner of each level E. Heteroatoms can shift the partners away from −E, so in general the check has to allow a tolerance. If hopping connects only opposite sublattices and every site energy has size at most δ, the tolerance 2δ is enough. Apart from rounding, a level without a partner in that range signals an error in the matrix or its diagonalisation.

This applies to finite, non-interacting models with orthonormal site orbitals. Energies are measured from a chosen zero, usually the carbon site energy. At δ = 0 the bound gives the ±E symmetry of the levels known from the Coulson–Rushbrooke theorem; it makes no statement about charges or bond orders.

## Hermitian H, Hermitian involution S, defect d

Let H and S be Hermitian on a finite-dimensional complex space, with S² = I and

‖(HS + SH)ψ‖ ≤ d‖ψ‖ for all ψ.

Then for each eigenvalue E of H there is an eigenvalue F with |F + E| ≤ d.

In Lean, `ApproxChiral H S d` collects these conditions on the linear maps; `IsSymmetric` means Hermitian. The number d is an upper bound on how strongly the chiral symmetry is broken. `approximate_pairing` takes E as a real number, which loses nothing for Hermitian H. Different levels may receive the same F.

`pairing_count` adds multiplicities: for r ≥ 0, at most as many levels lie within r of c as within r + d of −c. Here `eigenvalues hn i` lists the levels with repetition.

In the Hückel theorems, `c : m → Bool` instead labels the sublattices, `hop` forbids hopping within one, and `site` bounds the diagonal by δ.

The condition S² = I matters. On a one-dimensional space take H = I, S = 0 and d = 0: all other conditions hold, but the level 1 has no partner at −1.

## The partner state Sψ

Let φ_i be an orthonormal eigenbasis with Hφ_i = ε_i φ_i, and write ψ = Σ_i a_i φ_i. For real μ,

‖(H − μ)ψ‖² = Σ_i (ε_i − μ)² |a_i|².

Let r ≥ 0. If every populated level lies within r of μ, the residual is at most r‖ψ‖. If ψ ≠ 0 and every populated level lies farther away than r, it exceeds r‖ψ‖.

The involution preserves norms:

‖Sψ‖² = ⟨Sψ, Sψ⟩ = ⟨ψ, S²ψ⟩ = ‖ψ‖².

Now let Hψ = Eψ with ψ ≠ 0; the defect bound then forces d ≥ 0. Since ESψ = SHψ,

(H + E)Sψ = (HS + SH)ψ,

‖(H + E)Sψ‖ ≤ d‖ψ‖ = d‖Sψ‖.

If all levels were farther than d from −E, this residual would exceed d‖Sψ‖. So some level F satisfies |F + E| ≤ d.

## Counting levels in mirrored windows

Of n levels, let p lie within r of c and q within r + d of −c. Map ψ to its n − p amplitudes outside the first window, together with the q amplitudes of Sψ inside the second. Suppose all of these vanish for some ψ ≠ 0. Then ‖(H − c)ψ‖ ≤ r‖ψ‖ and ‖(H + c)Sψ‖ > (r + d)‖ψ‖. But

(H + c)Sψ = (HS + SH)ψ − S(H − c)ψ

has norm at most (d + r)‖ψ‖, a contradiction. The map is therefore injective, so n ≤ (n − p) + q, and p ≤ q.

## Site energies and two sharp cases

For a Hückel matrix A let S multiply amplitude i by s_i = ±1, according to its sublattice. Then

((HS + SH)ψ)_i = Σ_j A_ij (s_j + s_i) ψ_j = 2 s_i A_ii ψ_i,

because for j ≠ i either A_ij = 0 or s_j + s_i = 0. Squaring and summing gives d = 2δ.

For H = S = I on a nonzero space, d = 2 and the only level is 1, so |1 + 1| = 2 attains the bound.

Two sites with energy a and hopping t obey

a v_0 + t v_1 = F v_0,  t v_0 + a v_1 = F v_1.

Adding and subtracting gives

(F − a − t)(v_0 + v_1) = 0,  (F − a + t)(v_0 − v_1) = 0.

Since v ≠ 0, F is a + t or a − t. The normalised state (1, 1)/√2 has energy E = a + t. For a, t ≥ 0, the sums F + E are 2a + 2t and 2a, so the smallest error is 2a, equal to the bound 2|a|.

## The Lean file

```lean
import Mathlib

open Module Matrix

namespace ApproximatePairing

variable {V : Type*} [NormedAddCommGroup V] [InnerProductSpace ℂ V]

/-- A Hermitian Hamiltonian `H` and a Hermitian involution `S` that anticommute up to an
error of norm at most `d`. -/
structure ApproxChiral (H S : V →ₗ[ℂ] V) (d : ℝ) : Prop where
  hermitian : H.IsSymmetric
  sign_hermitian : S.IsSymmetric
  involution : ∀ ψ, S (S ψ) = ψ
  defect : ∀ ψ, ‖H (S ψ) + S (H ψ)‖ ≤ d * ‖ψ‖

/-- The involution preserves the norm of every state. -/
theorem ApproxChiral.norm_sign {H S : V →ₗ[ℂ] V} {d : ℝ} (h : ApproxChiral H S d) (ψ : V) :
    ‖S ψ‖ = ‖ψ‖ := by
  have e : inner ℂ (S ψ) (S ψ) = inner ℂ ψ ψ := by
    rw [h.sign_hermitian ψ (S ψ), h.involution]
  rw [norm_eq_sqrt_re_inner (𝕜 := ℂ) (S ψ), norm_eq_sqrt_re_inner (𝕜 := ℂ) ψ, e]

section Spectrum

variable [FiniteDimensional ℂ V] {H S : V →ₗ[ℂ] V} {d : ℝ} {n : ℕ}

/-- The squared residual of a state at energy `μ` is the sum of its eigenstate populations
weighted by the squared distances of the levels from `μ`. -/
theorem residual_sq (hH : H.IsSymmetric) (hn : finrank ℂ V = n) (μ : ℝ) (ψ : V) :
    ‖H ψ - (μ : ℂ) • ψ‖ ^ 2 = ∑ i, (hH.eigenvalues hn i - μ) ^ 2 *
      ‖(hH.eigenvectorBasis hn).repr ψ i‖ ^ 2 := by
  rw [← (hH.eigenvectorBasis hn).repr.norm_map (H ψ - (μ : ℂ) • ψ), EuclideanSpace.norm_sq_eq]
  refine Finset.sum_congr rfl fun i _ => ?_
  have h1 : (hH.eigenvectorBasis hn).repr (H ψ) i =
      ((hH.eigenvalues hn i : ℝ) : ℂ) * (hH.eigenvectorBasis hn).repr ψ i :=
    hH.eigenvectorBasis_apply_self_apply hn ψ i
  have h2 : (hH.eigenvectorBasis hn).repr (H ψ - (μ : ℂ) • ψ) i =
      ((hH.eigenvalues hn i - μ : ℝ) : ℂ) * (hH.eigenvectorBasis hn).repr ψ i := by
    rw [map_sub, map_smul, PiLp.sub_apply, PiLp.smul_apply, h1, smul_eq_mul]
    push_cast
    ring
  rw [h2, norm_mul, Complex.norm_real, mul_pow, Real.norm_eq_abs, sq_abs]

/-- A state built only from levels within `r` of `μ` has residual at most `r` times its norm. -/
theorem residual_le (hH : H.IsSymmetric) (hn : finrank ℂ V = n) (μ : ℝ) (ψ : V) {r : ℝ}
    (hr : 0 ≤ r) (h : ∀ i, (hH.eigenvectorBasis hn).repr ψ i ≠ 0 →
      |hH.eigenvalues hn i - μ| ≤ r) : ‖H ψ - (μ : ℂ) • ψ‖ ≤ r * ‖ψ‖ := by
  refine (pow_le_pow_iff_left₀ (norm_nonneg _) (by positivity) two_ne_zero).mp ?_
  rw [residual_sq hH hn, mul_pow, ← (hH.eigenvectorBasis hn).repr.norm_map ψ,
    EuclideanSpace.norm_sq_eq, Finset.mul_sum]
  refine Finset.sum_le_sum fun i _ => ?_
  by_cases hi : (hH.eigenvectorBasis hn).repr ψ i = 0
  · rw [hi]; simp
  · have := abs_le.mp (h i hi)
    exact mul_le_mul_of_nonneg_right (sq_le_sq' this.1 this.2) (sq_nonneg _)

/-- A nonzero state built only from levels farther than `r` from `μ` has residual larger than
`r` times its norm. -/
theorem lt_residual (hH : H.IsSymmetric) (hn : finrank ℂ V = n) (μ : ℝ) {ψ : V} (hψ : ψ ≠ 0)
    {r : ℝ} (hr : 0 ≤ r) (h : ∀ i, (hH.eigenvectorBasis hn).repr ψ i ≠ 0 →
      r < |hH.eigenvalues hn i - μ|) : r * ‖ψ‖ < ‖H ψ - (μ : ℂ) • ψ‖ := by
  have hp : ‖ψ‖ ^ 2 = ∑ i, ‖(hH.eigenvectorBasis hn).repr ψ i‖ ^ 2 := by
    rw [← (hH.eigenvectorBasis hn).repr.norm_map ψ, EuclideanSpace.norm_sq_eq]
  -- some level is populated
  obtain ⟨k, hk⟩ : ∃ k, (hH.eigenvectorBasis hn).repr ψ k ≠ 0 := by
    by_contra hno
    have h0 : ‖ψ‖ ^ 2 = 0 := by
      rw [hp]
      refine Finset.sum_eq_zero fun i _ => ?_
      rw [not_not.mp (not_exists.mp hno i)]
      simp
    exact hψ (norm_eq_zero.mp ((pow_eq_zero_iff two_ne_zero).mp h0))
  have hsq : ∀ i, (hH.eigenvectorBasis hn).repr ψ i ≠ 0 →
      r ^ 2 < (hH.eigenvalues hn i - μ) ^ 2 := fun i hi => by
    rw [sq_lt_sq, abs_of_nonneg hr]
    exact h i hi
  refine (pow_lt_pow_iff_left₀ (by positivity) (norm_nonneg _) two_ne_zero).mp ?_
  rw [residual_sq hH hn, mul_pow, hp, Finset.mul_sum]
  refine Finset.sum_lt_sum (fun i _ => ?_) ⟨k, Finset.mem_univ k, ?_⟩
  · by_cases hi : (hH.eigenvectorBasis hn).repr ψ i = 0
    · rw [hi]; simp
    · exact mul_le_mul_of_nonneg_right (hsq i hi).le (sq_nonneg _)
  · exact mul_lt_mul_of_pos_right (hsq k hk) (pow_pos (norm_pos_iff.mpr hk) 2)

/-- **Approximate pairing theorem.** On a finite-dimensional space, let a Hermitian `H` anticommute
with a Hermitian involution `S` up to an error `d`. Then for each eigenvalue `E` of `H` there is an
eigenvalue `F` with `|F + E| ≤ d`. -/
theorem approximate_pairing (h : ApproxChiral H S d) {E : ℝ}
    (hE : Module.End.HasEigenvalue H (E : ℂ)) :
    ∃ F : ℝ, Module.End.HasEigenvalue H (F : ℂ) ∧ |F + E| ≤ d := by
  obtain ⟨ψ, hψ⟩ := hE.exists_hasEigenvector
  have hpos : 0 < ‖ψ‖ := norm_pos_iff.mpr hψ.2
  have hS : S ψ ≠ 0 := norm_pos_iff.mp (by rw [h.norm_sign]; exact hpos)
  have hd : 0 ≤ d := by
    by_contra hneg
    have := mul_neg_of_neg_of_pos (not_le.mp hneg) hpos
    linarith [h.defect ψ, norm_nonneg (H (S ψ) + S (H ψ))]
  -- the partner state `S ψ` is an approximate eigenvector at energy `-E`
  have hres : H (S ψ) - ((-E : ℝ) : ℂ) • S ψ = H (S ψ) + S (H ψ) := by
    rw [hψ.apply_eq_smul, map_smul]
    push_cast
    module
  by_contra hno
  have hlt := lt_residual h.hermitian rfl (-E) hS hd (fun i _ => by
    by_contra hle
    exact hno ⟨h.hermitian.eigenvalues rfl i, h.hermitian.hasEigenvalue_eigenvalues rfl i,
      by simpa using hle⟩)
  rw [hres, h.norm_sign] at hlt
  exact absurd (h.defect ψ) (not_le_of_gt hlt)

/-- Pairing with multiplicities: if `ApproxChiral H S d` holds and `r ≥ 0`, the levels of `H` within
`r` of `c` are at most as many as the levels within `r + d` of `-c`. -/
theorem pairing_count (h : ApproxChiral H S d) (hn : finrank ℂ V = n) (c : ℝ) {r : ℝ}
    (hr : 0 ≤ r) :
    Fintype.card {i // |h.hermitian.eigenvalues hn i - c| ≤ r} ≤
      Fintype.card {i // |h.hermitian.eigenvalues hn i + c| ≤ r + d} := by
  -- components of `ψ` outside the window, and of `S ψ` inside the mirrored window
  let G : V →ₗ[ℂ] ({i // ¬ |h.hermitian.eigenvalues hn i - c| ≤ r} → ℂ) ×
      ({i // |h.hermitian.eigenvalues hn i + c| ≤ r + d} → ℂ) :=
    { toFun := fun ψ => (fun i => (h.hermitian.eigenvectorBasis hn).repr ψ i.1,
        fun i => (h.hermitian.eigenvectorBasis hn).repr (S ψ) i.1)
      map_add' := fun x y => by ext i <;> simp
      map_smul' := fun a x => by ext i <;> simp }
  have hinj : Function.Injective G := by
    rw [injective_iff_map_eq_zero]
    intro ψ hG
    by_contra hψ
    have hpos : 0 < ‖ψ‖ := norm_pos_iff.mpr hψ
    have hS : S ψ ≠ 0 := norm_pos_iff.mp (by rw [h.norm_sign]; exact hpos)
    have hd : 0 ≤ d := by
      by_contra hneg
      have := mul_neg_of_neg_of_pos (not_le.mp hneg) hpos
      linarith [h.defect ψ, norm_nonneg (H (S ψ) + S (H ψ))]
    have hlow := residual_le h.hermitian hn c ψ hr (fun i hi => by
      by_contra hout
      exact hi (congrFun (congrArg Prod.fst hG) ⟨i, hout⟩))
    have hhigh := lt_residual h.hermitian hn (-c) hS (add_nonneg hr hd) (fun i hi => by
      by_contra hin
      exact hi (congrFun (congrArg Prod.snd hG) ⟨i, by simpa using hin⟩))
    have e : H (S ψ) - ((-c : ℝ) : ℂ) • S ψ =
        (H (S ψ) + S (H ψ)) - S (H ψ - (c : ℂ) • ψ) := by
      rw [map_sub, map_smul]
      push_cast
      module
    have htri := norm_sub_le (H (S ψ) + S (H ψ)) (S (H ψ - (c : ℂ) • ψ))
    rw [e, h.norm_sign ψ] at hhigh
    rw [h.norm_sign (H ψ - (c : ℂ) • ψ)] at htri
    linarith [h.defect ψ]
  have hdim := LinearMap.finrank_le_finrank_of_injective hinj
  rw [finrank_prod, finrank_fintype_fun_eq_card, finrank_fintype_fun_eq_card, hn,
    Fintype.card_subtype_compl, Fintype.card_fin] at hdim
  have hle := Fintype.card_subtype_le (fun i => |h.hermitian.eigenvalues hn i - c| ≤ r)
  rw [Fintype.card_fin] at hle
  omega

end Spectrum

/-- For `H = S = 1` on a nonzero space, the defect bound holds with `d = 2`, the number `1` is an
eigenvalue, and every eigenvalue `F` has `|F + 1| = 2`. -/
theorem identity_sharp [Nontrivial V] :
    ApproxChiral (LinearMap.id : V →ₗ[ℂ] V) LinearMap.id 2 ∧
    Module.End.HasEigenvalue (LinearMap.id : V →ₗ[ℂ] V) ((1 : ℝ) : ℂ) ∧
    ∀ F : ℝ, Module.End.HasEigenvalue (LinearMap.id : V →ₗ[ℂ] V) (F : ℂ) → |F + 1| = 2 := by
  refine ⟨⟨fun _ _ => rfl, fun _ _ => rfl, fun _ => rfl, fun ψ => ?_⟩, ?_, fun F hF => ?_⟩
  · exact (norm_add_le ψ ψ).trans_eq (by ring)
  · obtain ⟨v, hv⟩ := exists_ne (0 : V)
    exact Module.End.hasEigenvalue_of_hasEigenvector
      (x := v) ⟨Module.End.mem_eigenspace_iff.mpr (by simp), hv⟩
  · obtain ⟨v, hv⟩ := hF.exists_hasEigenvector
    have e : v = (F : ℂ) • v := hv.apply_eq_smul
    have e2 : ((F : ℂ) - 1) • v = 0 := by rw [sub_smul, one_smul, ← e, sub_self]
    have e3 : (F : ℂ) = 1 := sub_eq_zero.mp ((smul_eq_zero.mp e2).resolve_right hv.2)
    have e4 : F = 1 := by exact_mod_cast e3
    rw [e4]; norm_num

section Huckel

variable {m : Type*} [Fintype m] [DecidableEq m]

/-- The operator that keeps the amplitudes on one sublattice and flips their sign on the other. -/
noncomputable def sublatticeSign (c : m → Bool) : EuclideanSpace ℂ m →ₗ[ℂ] EuclideanSpace ℂ m :=
  toEuclideanLin (diagonal fun i => if c i then (1 : ℂ) else -1)

/-- A Hückel matrix with hopping only between two sublattices and site energies of size at most
`δ` anticommutes with the sublattice sign up to an error `2 δ`. -/
theorem huckel_approxChiral [Nonempty m] {A : Matrix m m ℂ} {c : m → Bool} {δ : ℝ}
    (hA : A.IsHermitian) (hop : ∀ i j, i ≠ j → c i = c j → A i j = 0)
    (site : ∀ i, ‖A i i‖ ≤ δ) :
    ApproxChiral (toEuclideanLin A) (sublatticeSign c) (2 * δ) := by
  have sgn : ∀ (ψ : EuclideanSpace ℂ m) i,
      sublatticeSign c ψ i = (if c i then (1 : ℂ) else -1) * ψ i := fun ψ i => by
    change (diagonal (fun i => if c i then (1 : ℂ) else -1) *ᵥ ψ.ofLp) i = _
    rw [mulVec_diagonal]
  have app : ∀ (ψ : EuclideanSpace ℂ m) i, toEuclideanLin A ψ i = ∑ j, A i j * ψ j :=
    fun _ _ => rfl
  refine ⟨isSymmetric_toEuclideanLin_iff.mpr hA, isSymmetric_toEuclideanLin_iff.mpr ?_,
    fun ψ => ?_, fun ψ => ?_⟩
  · unfold Matrix.IsHermitian
    rw [diagonal_conjTranspose]
    congr 1
    funext i
    by_cases h : c i <;> simp [h]
  · ext i
    rw [sgn, sgn]
    by_cases h : c i <;> simp [h]
  · have hδ : 0 ≤ δ := (norm_nonneg _).trans (site (Classical.arbitrary m))
    -- hopping cancels in the anticommutator, only the site energies survive
    have key : ∀ i, (toEuclideanLin A (sublatticeSign c ψ) +
        sublatticeSign c (toEuclideanLin A ψ)) i =
        2 * (if c i then (1 : ℂ) else -1) * A i i * ψ i := fun i => by
      rw [PiLp.add_apply, app, sgn, app, Finset.mul_sum, ← Finset.sum_add_distrib,
        Finset.sum_eq_single i]
      · rw [sgn]; ring
      · intro j _ hj
        rw [sgn]
        by_cases hc : c i = c j
        · rw [hop i j hj.symm hc]; ring
        · cases hi : c i <;> cases hk : c j <;> simp [hi, hk] at hc ⊢
      · intro hi
        exact absurd (Finset.mem_univ i) hi
    refine (pow_le_pow_iff_left₀ (norm_nonneg _) (by positivity) two_ne_zero).mp ?_
    rw [mul_pow, EuclideanSpace.norm_sq_eq, EuclideanSpace.norm_sq_eq, Finset.mul_sum]
    refine Finset.sum_le_sum fun i _ => ?_
    have hs : ‖(if c i then (1 : ℂ) else -1)‖ = 1 := by by_cases h : c i <;> simp [h]
    rw [key, norm_mul, norm_mul, norm_mul, hs, mul_pow, Complex.norm_ofNat, mul_one]
    have := site i
    gcongr

/-- In a bipartite Hückel model with site energies of size at most `δ`, each level `E` has a
partner level `F` with `|F + E| ≤ 2 δ`. -/
theorem huckel_pairing [Nonempty m] {A : Matrix m m ℂ} {c : m → Bool} {δ E : ℝ}
    (hA : A.IsHermitian) (hop : ∀ i j, i ≠ j → c i = c j → A i j = 0)
    (site : ∀ i, ‖A i i‖ ≤ δ) (hE : Module.End.HasEigenvalue (toEuclideanLin A) (E : ℂ)) :
    ∃ F : ℝ, Module.End.HasEigenvalue (toEuclideanLin A) (F : ℂ) ∧ |F + E| ≤ 2 * δ :=
  approximate_pairing (huckel_approxChiral hA hop site) hE

end Huckel

/-- The Hückel matrix of two sites with common site energy `a` and hopping `t`. -/
noncomputable def dimer (a t : ℝ) : Matrix (Fin 2) (Fin 2) ℂ := !![(a : ℂ), t; t, a]

/-- The two-site molecule anticommutes with its sublattice sign up to an error `2 |a|`. -/
theorem dimer_witness (a t : ℝ) :
    ApproxChiral (toEuclideanLin (dimer a t)) (sublatticeSign ![true, false]) (2 * |a|) := by
  refine huckel_approxChiral ?_ ?_ ?_
  · ext i j
    fin_cases i <;> fin_cases j <;> simp [dimer]
  · intro i j
    fin_cases i <;> fin_cases j <;> simp
  · intro i
    fin_cases i <;> simp [dimer]

/-- For `t ≥ 0` the two-site molecule has the level `a + t`, and every level `F` satisfies
`2 a ≤ |F + (a + t)|`. -/
theorem dimer_sharp {a t : ℝ} (ht : 0 ≤ t) :
    Module.End.HasEigenvalue (toEuclideanLin (dimer a t)) ((a + t : ℝ) : ℂ) ∧
    ∀ F : ℝ, Module.End.HasEigenvalue (toEuclideanLin (dimer a t)) (F : ℂ) →
      2 * a ≤ |F + (a + t)| := by
  have app : ∀ (v : EuclideanSpace ℂ (Fin 2)) i,
      toEuclideanLin (dimer a t) v i = dimer a t i 0 * v 0 + dimer a t i 1 * v 1 :=
    fun v i => (Fin.sum_univ_two (fun j => dimer a t i j * v j))
  constructor
  · refine Module.End.hasEigenvalue_of_hasEigenvector (x := !₂[(1 : ℂ), 1])
      ⟨Module.End.mem_eigenspace_iff.mpr ?_, fun h => ?_⟩
    · ext i
      rw [app]
      fin_cases i <;> simp [dimer, add_comm]
    · have := congrArg (fun v : EuclideanSpace ℂ (Fin 2) => v 0) h
      simp at this
  · intro F hF
    obtain ⟨v, hv⟩ := hF.exists_hasEigenvector
    have e0 : (a : ℂ) * v 0 + t * v 1 = F * v 0 := by
      have h : toEuclideanLin (dimer a t) v 0 = F * v 0 :=
        congrArg (fun w : EuclideanSpace ℂ (Fin 2) => w 0) hv.apply_eq_smul
      rw [app] at h
      simpa [dimer] using h
    have e1 : (t : ℂ) * v 0 + a * v 1 = F * v 1 := by
      have h : toEuclideanLin (dimer a t) v 1 = F * v 1 :=
        congrArg (fun w : EuclideanSpace ℂ (Fin 2) => w 1) hv.apply_eq_smul
      rw [app] at h
      simpa [dimer] using h
    -- bonding and antibonding combinations decouple
    have p : ((F : ℂ) - (a + t)) * (v 0 + v 1) = 0 := by linear_combination -e0 - e1
    have q : ((F : ℂ) - (a - t)) * (v 0 - v 1) = 0 := by linear_combination e1 - e0
    rcases mul_eq_zero.mp p with hp | hp
    · have hF' : F = a + t := by exact_mod_cast sub_eq_zero.mp hp
      exact le_trans (by linarith) (le_abs_self _)
    · rcases mul_eq_zero.mp q with hq | hq
      · have hF' : F = a - t := by exact_mod_cast sub_eq_zero.mp hq
        exact le_trans (by linarith) (le_abs_self _)
      · refine absurd ?_ hv.2
        have h0 : v 0 = 0 := by linear_combination (hp + hq) / 2
        have h1 : v 1 = 0 := by linear_combination (hp - hq) / 2
        ext i
        fin_cases i
        · exact h0
        · exact h1

end ApproximatePairing
```

```lean
#print axioms ApproximatePairing.identity_sharp
-- 'ApproximatePairing.identity_sharp' depends on axioms: [propext, Classical.choice, Quot.sound]
#print axioms ApproximatePairing.huckel_approxChiral
-- 'ApproximatePairing.huckel_approxChiral' depends on axioms: [propext, Classical.choice, Quot.sound]
#print axioms ApproximatePairing.huckel_pairing
-- 'ApproximatePairing.huckel_pairing' depends on axioms: [propext, Classical.choice, Quot.sound]
#print axioms ApproximatePairing.dimer_sharp
-- 'ApproximatePairing.dimer_sharp' depends on axioms: [propext, Classical.choice, Quot.sound]
```

## How the proof follows the derivation

`residual_sq` expands the residual in the eigenbasis. `residual_le` and `lt_residual` compare the sums term by term; the strict version first finds a populated level `k`.

In `approximate_pairing`, `hres` is the identity for (H + E)Sψ. Assuming that no partner exists puts every level outside the window, and `lt_residual` then contradicts `defect`.

In `pairing_count`, `G` is the amplitude map and `hinj` its injectivity. The identity `e` and the triangle inequality `htri` supply the contradiction, and `omega` finishes the dimension count.

In `huckel_approxChiral`, `key` reduces the anticommutator to its diagonal term. `identity_sharp` obtains F = 1 from (F − 1)v = 0. `dimer_witness` supplies the defect 2|a|, while `dimer_sharp` decouples the two equations as `p` and `q` and bounds the error below by 2a in each case.
